# For non-interacting electrons with one occupied and one empty energy level, changing the occupied orbitals at fixed particle number costs half the gap times the squared Frobenius distance between the density matrices

The theorem `aufbau_gap_sharp` concerns non-interacting electrons in a finite real basis, with a fixed diagonal one-particle Hamiltonian F = `diagonal e`. The basis orbitals in `occ` all have energy u, and all others have energy u + g, where g may be any real number. If P projects onto the orbitals in `occ` and Q is any real symmetric idempotent matrix of the same trace, the theorem states that tr(FQ) − tr(FP) equals g/2 times the sum of the squared entries of Q − P. The attempt takes one bound from the inequality `aufbau_gap_diagonal` and the reverse bound from the same inequality for the energies −e, then combines the two.

As first written in Lean, the proof fails:

```lean
import Mathlib

open Matrix Filter Topology

namespace RoothaanTwoCycles

noncomputable section

variable {n : Type*} [Fintype n] [DecidableEq n]

/-- The squared Frobenius norm: the sum of the squares of all entries. -/
def frobSq (A : Matrix n n ℝ) : ℝ := ∑ i, ∑ j, A i j ^ 2

/-- A density matrix of `N` occupied orbitals: a real symmetric idempotent of trace `N`. -/
structure IsDensity (N : ℕ) (D : Matrix n n ℝ) : Prop where
  symm : Dᵀ = D
  idem : D * D = D
  tr : trace D = N

/-- The projector onto the basis orbitals in the set `occ`. -/
def occProj (occ : Finset n) : Matrix n n ℝ :=
  diagonal fun i => if i ∈ occ then 1 else 0

omit [DecidableEq n] in
/-- Orbital populations of a density matrix lie between 0 and 1, and each population bounds
the squares of the entries in its row. -/
theorem IsDensity.population_bounds {N : ℕ} {Q : Matrix n n ℝ} (hQ : IsDensity N Q) (i : n) :
    0 ≤ Q i i ∧ Q i i ≤ 1 ∧ ∀ j, Q i j ^ 2 ≤ Q i i := by
  -- idempotency and symmetry: a population is the squared length of its row
  have hrow : Q i i = ∑ j, Q i j ^ 2 := by
    have h := congrFun (congrFun hQ.idem i) i
    rw [Matrix.mul_apply] at h
    refine h.symm.trans (Finset.sum_congr rfl fun j _ => ?_)
    have hs : Q j i = Q i j := congrFun (congrFun hQ.symm i) j
    rw [hs, sq]
  have hle : ∀ j, Q i j ^ 2 ≤ Q i i := fun j => by
    have h := Finset.single_le_sum (f := fun j => Q i j ^ 2)
      (fun j _ => sq_nonneg (Q i j)) (Finset.mem_univ j)
    exact h.trans hrow.symm.le
  have h := hle i
  exact ⟨(sq_nonneg _).trans h, by nlinarith, hle⟩

omit [DecidableEq n] in
/-- The squared distance of two density matrices of the same trace `N` is `2 N` minus twice their
overlap `tr (P Q)`. -/
theorem frobSq_sub {N : ℕ} {Q P : Matrix n n ℝ} (hQ : IsDensity N Q) (hP : IsDensity N P) :
    frobSq (Q - P) = 2 * N - 2 * trace (P * Q) := by
  have h : ∀ A : Matrix n n ℝ, frobSq A = trace (A * Aᵀ) := fun A => by
    simp [frobSq, Matrix.trace, Matrix.mul_apply, sq]
  rw [h, transpose_sub, hQ.symm, hP.symm, Matrix.sub_mul, Matrix.mul_sub, Matrix.mul_sub,
    hQ.idem, hP.idem]
  simp only [trace_sub]
  rw [trace_mul_comm Q P, hQ.tr, hP.tr]
  ring

/-- The projector onto a set of basis orbitals is a density matrix. -/
theorem occProj_density (occ : Finset n) : IsDensity occ.card (occProj occ) where
  symm := by simp [occProj]
  idem := by
    rw [occProj, diagonal_mul_diagonal]
    congr 1
    funext i
    by_cases h : i ∈ occ <;> simp [h]
  tr := by simp [occProj, trace_diagonal]

/-- For a diagonal `F`, replacing the occupied projector by a density matrix `Q` of the same trace
costs at least half the gap times the squared distance. -/
theorem aufbau_gap_diagonal {e : n → ℝ} {occ : Finset n} {u g : ℝ}
    (hocc : ∀ i ∈ occ, e i ≤ u) (hvirt : ∀ i, i ∉ occ → u + g ≤ e i)
    {Q : Matrix n n ℝ} (hQ : IsDensity occ.card Q) :
    g / 2 * frobSq (Q - occProj occ) ≤
      trace (diagonal e * Q) - trace (diagonal e * occProj occ) := by
  have ht : ∀ A : Matrix n n ℝ, trace (diagonal e * A) = ∑ i, e i * A i i := fun A => by
    simp [Matrix.trace, Matrix.diagonal_mul]
  have hPQ : trace (occProj occ * Q) = ∑ i, occProj occ i i * Q i i := by
    simp [occProj, Matrix.trace, Matrix.diagonal_mul]
  -- the estimate holds orbital by orbital
  have hterm : ∀ i, u * (Q i i - occProj occ i i) + g * (Q i i - occProj occ i i * Q i i) ≤
      e i * Q i i - e i * occProj occ i i := by
    intro i
    obtain ⟨h0, h1, -⟩ := hQ.population_bounds i
    by_cases h : i ∈ occ
    · have hp : occProj occ i i = 1 := by simp [occProj, h]
      rw [hp]
      nlinarith [mul_nonneg (sub_nonneg.2 (hocc i h)) (sub_nonneg.2 h1)]
    · have hp : occProj occ i i = 0 := by simp [occProj, h]
      rw [hp]
      nlinarith [mul_nonneg (sub_nonneg.2 (hvirt i h)) h0]
  have hs := Finset.sum_le_sum (fun i (_ : i ∈ Finset.univ) => hterm i)
  have hsQ : ∑ i, Q i i = (occ.card : ℝ) := hQ.tr
  have hsP : ∑ i, occProj occ i i = (occ.card : ℝ) := (occProj_density occ).tr
  simp only [Finset.sum_add_distrib, Finset.sum_sub_distrib, ← Finset.mul_sum] at hs
  rw [hsQ, hsP] at hs
  rw [frobSq_sub hQ (occProj_density occ), hPQ, ht, ht]
  linarith

/-- If all occupied levels equal `u` and all others equal `u + g`, the gap inequality is an equality
for every density matrix of the same trace. -/
theorem aufbau_gap_sharp {e : n → ℝ} {occ : Finset n} {u g : ℝ}
    (hocc : ∀ i ∈ occ, e i = u) (hvirt : ∀ i, i ∉ occ → e i = u + g)
    {Q : Matrix n n ℝ} (hQ : IsDensity occ.card Q) :
    trace (diagonal e * Q) - trace (diagonal e * occProj occ) =
      g / 2 * frobSq (Q - occProj occ) := by
  have h1 := aufbau_gap_diagonal (fun i hi => (hocc i hi).le) (fun i hi => (hvirt i hi).ge) hQ
  -- the reverse bound is the same inequality for the inverted spectrum
  have h2 := aufbau_gap_diagonal (e := -e) (u := -u) (g := -g)
    (fun i hi => by rw [Pi.neg_apply, hocc i hi])
    (fun i hi => by rw [Pi.neg_apply, hvirt i hi]; linarith) hQ
  rw [← diagonal_neg, Matrix.neg_mul, Matrix.neg_mul, trace_neg, trace_neg] at h2
  linarith

end

end RoothaanTwoCycles
```

Lean reports:

```
Main.lean:109:6: error: Tactic `rewrite` failed: Did not find an occurrence of the pattern
  diagonal fun i => -?d i
in the target expression
  -g / 2 * frobSq (Q - occProj occ) ≤ (diagonal (-e) * Q).trace - (diagonal (-e) * occProj occ).trace

n : Type u_1
inst✝¹ : Fintype n
inst✝ : DecidableEq n
e : n → ℝ
occ : Finset n
u g : ℝ
hocc : ∀ i ∈ occ, e i = u
hvirt : ∀ i ∉ occ, e i = u + g
Q : Matrix n n ℝ
hQ : IsDensity occ.card Q
h1 : g / 2 * frobSq (Q - occProj occ) ≤ (diagonal e * Q).trace - (diagonal e * occProj occ).trace
h2 : -g / 2 * frobSq (Q - occProj occ) ≤ (diagonal (-e) * Q).trace - (diagonal (-e) * occProj occ).trace
⊢ (diagonal e * Q).trace - (diagonal e * occProj occ).trace = g / 2 * frobSq (Q - occProj occ)
```

The change, after which it compiles:

```diff
@@ -107,5 +107,8 @@
     (fun i hi => by rw [Pi.neg_apply, hocc i hi])
     (fun i hi => by rw [Pi.neg_apply, hvirt i hi]; linarith) hQ
-  rw [← diagonal_neg, Matrix.neg_mul, Matrix.neg_mul, trace_neg, trace_neg] at h2
+  have hneg : diagonal (-e) = -diagonal e := by
+    ext i j
+    by_cases hij : i = j <;> simp [hij]
+  rw [hneg, Matrix.neg_mul, Matrix.neg_mul, trace_neg, trace_neg] at h2
   linarith
 
```

Diagnosis. The only error is in the rewrite that should pull the minus sign out of `diagonal (-e)` in `h2`. Read from right to left, `diagonal_neg` looks for `diagonal fun i => -?d i`, a diagonal matrix whose entries are given by a function that negates each value. In `h2` the entries are given by `-e`, the negation of the function as a whole. The two are equal by definition, but `rw` does not unfold the negation of functions to see this, so it finds no occurrence of the pattern.

The repair first proves `hneg : diagonal (-e) = -diagonal e`, comparing the matrices entry by entry, on and off the diagonal. Its left-hand side is written just as the term stands in `h2`, so `rw [hneg]` finds it. The remaining rewrites are unchanged: they carry the sign out of the products and the traces, and `linarith` then obtains the equality from `h1` and `h2`.
